# The \(2^k\times 2^k\) Bravyi–Kitaev matrix over \(\mathbb Z/2\) has determinant one and at most \(k+1\) ones in each column

One way to simulate electrons on a quantum computer is to store the occupations of \(N\) fermionic modes in qubits. Adding or removing an electron changes one occupation, and it also produces a sign that depends on the parity of the occupations of the preceding modes. If each qubit stores one occupation, as in the Jordan–Wigner encoding, a change flips one qubit, but the parity may be spread over as many as \(N-1\) others. If each qubit stores a running parity instead, the parity is read from one qubit, but a change may flip all \(N\) of them.

The Bravyi–Kitaev encoding stores partial sums of occupations, chosen by a recursive rule. How many qubits must be flipped when one occupation changes, and can the occupations always be recovered? For \(N=2^k\) modes, at most \(k+1=\log_2 N+1\) qubits flip, and the encoding is a bijection. With 1024 modes, a change of one occupation flips at most 11 qubits.

```lean
import Mathlib

open Matrix

namespace BravyiKitaevEncoding
```

## Doubling the register

Modes and qubits carry the same labels, \(0,1,\dots,2^k-1\), which form the type `Fin (2 ^ k)`. Two registers of \(2^k\) sites placed one after the other give a register of \(2^{k+1}\) sites. Site \(i\) of the first copy keeps its label, and site \(i\) of the second copy becomes \(2^k+i\). The map `blockEquiv` records this relabelling, with `Sum.inl` marking the first copy and `Sum.inr` the second.

```lean
/-- Two registers of `2^k` sites placed one after the other form a register of `2^(k+1)` sites. -/
def blockEquiv (k : ℕ) : Fin (2 ^ k) ⊕ Fin (2 ^ k) ≃ Fin (2 ^ (k + 1)) :=
  finSumFinEquiv.trans (finCongr (by ring))
```

Two sites will be needed by name. The first has label \(0\).

```lean
/-- The first site of a register of `2^k` sites. -/
def firstSite (k : ℕ) : Fin (2 ^ k) := ⟨0, Nat.two_pow_pos k⟩
```

The last has label \(2^k-1\). For \(k=0\) there is a single site, which is both first and last.

```lean
/-- The last site of a register of `2^k` sites. -/
def lastSite (k : ℕ) : Fin (2 ^ k) :=
  ⟨2 ^ k - 1, Nat.sub_lt (Nat.two_pow_pos k) Nat.one_pos⟩
```

## The recursive matrix

Entries lie in \(\mathbb Z/2\), so addition is exclusive or. Let \(R\) be the \(2^k\times 2^k\) matrix with

\[
R_{ij}=\begin{cases}1 & i=2^k-1,\\ 0 & \text{otherwise.}\end{cases}
\]

Every column of \(R\) has exactly one 1, at the bottom.

```lean
/-- The block `R`, with ones exactly in its last row. -/
def lastRow (k : ℕ) : Matrix (Fin (2 ^ k)) (Fin (2 ^ k)) (ZMod 2) :=
  Matrix.of fun i _ => if i = lastSite k then 1 else 0
```

The Bravyi–Kitaev matrices are defined by

\[
B_0=\begin{pmatrix}1\end{pmatrix},\qquad
B_{k+1}=\begin{pmatrix}B_k&0\\ R&B_k\end{pmatrix}.
\]

The first steps give

\[
B_1=\begin{pmatrix}1&0\\1&1\end{pmatrix},\qquad
B_2=\begin{pmatrix}1&0&0&0\\1&1&0&0\\0&0&1&0\\1&1&1&1\end{pmatrix}.
\]

If the modes are listed in descending order, the same matrix appears upper triangular, with the row of ones at the top. In Lean, `fromBlocks` assembles the four blocks and `reindex` labels the rows and columns of the result by the doubled register.

```lean
/-- The Bravyi-Kitaev matrix: `B_0 = [1]` and `B_(k+1) = [[B_k, 0], [R, B_k]]`. -/
def bkMatrix : (k : ℕ) → Matrix (Fin (2 ^ k)) (Fin (2 ^ k)) (ZMod 2)
  | 0 => 1
  | k + 1 => Matrix.reindex (blockEquiv k) (blockEquiv k)
      (Matrix.fromBlocks (bkMatrix k) 0 (lastRow k) (bkMatrix k))
```

An occupation vector \(n\), with \(n_j\in\{0,1\}\), is stored as the qubit string \(q=B_kn\), that is,

\[
q_i=\sum_j (B_k)_{ij}\,n_j \pmod 2 .
\]

For four modes the qubits hold \(n_0\), \(n_0+n_1\), \(n_2\) and \(n_0+n_1+n_2+n_3\). No particle number is fixed: `n` ranges over all functions from modes to `ZMod 2`.

```lean
/-- The qubit string `B_k n` that encodes the occupation vector `n`. -/
def encode (k : ℕ) (n : Fin (2 ^ k) → ZMod 2) : Fin (2 ^ k) → ZMod 2 :=
  bkMatrix k *ᵥ n
```

The update set of mode \(j\) is the set of rows in which column \(j\) has a 1:

\[
U_k(j)=\{\,i : (B_k)_{ij}=1\,\}.
\]

Much of the literature uses this name for the qubits other than \(j\) that have to be flipped. Here qubit \(j\) itself is included, so the sizes below are larger by one than in that convention.

```lean
/-- The update set of mode `j`: the rows in which column `j` of `B_k` has a one. -/
def updateSet (k : ℕ) (j : Fin (2 ^ k)) : Finset (Fin (2 ^ k)) :=
  Finset.univ.filter fun i => bkMatrix k i j = 1
```

The later arguments read entries of \(B_{k+1}\) block by block. The next lemma allows this: at relabelled positions, the entry of \(B_{k+1}\) is the entry of the block matrix.

```lean
/-- The entries of `B_(k+1)`, read off from its four blocks. -/
theorem bkMatrix_succ_apply (k : ℕ) (a b : Fin (2 ^ k) ⊕ Fin (2 ^ k)) :
    bkMatrix (k + 1) (blockEquiv k a) (blockEquiv k b) =
      Matrix.fromBlocks (bkMatrix k) 0 (lastRow k) (bkMatrix k) a b := by
  simp [bkMatrix]
```

## Determinant one, hence a faithful encoding

The determinant of a block triangular matrix is the product of the determinants of its diagonal blocks. Therefore

\[
\det B_{k+1}=\det B_k\cdot\det B_k ,
\]

and since \(\det B_0=1\), induction gives \(\det B_k=1\) for every \(k\).

```lean
/-- The Bravyi-Kitaev matrix has determinant one. -/
theorem det_bkMatrix (k : ℕ) : (bkMatrix k).det = 1 := by
  induction k with
  | zero => simp [bkMatrix]
  | succ k ih =>
    rw [bkMatrix, Matrix.det_reindex_self, Matrix.det_fromBlocks_zero₁₂, ih, mul_one]
```

The rewriting in the inductive step follows this line. `det_reindex_self` says that relabelling rows and columns in the same way leaves the determinant unchanged, `det_fromBlocks_zero₁₂` gives the product, and `ih` puts both factors equal to 1.

A matrix whose determinant is 1 is invertible. If \(B_kn=B_kn'\), multiplication by \(B_k^{-1}\) gives \(n=n'\), so different occupation vectors have different encodings. There are \(2^{2^k}\) occupation vectors and equally many qubit strings, so an injective map between them is also surjective. No information is lost, and no qubit string is left without a meaning.

```lean
/-- Every qubit string encodes exactly one occupation vector. -/
theorem encode_bijective (k : ℕ) : Function.Bijective (encode k) := by
  have hu : IsUnit (bkMatrix k).det := by
    rw [det_bkMatrix]
    exact isUnit_one
  apply Finite.injective_iff_bijective.mp
  intro x y h
  -- decode both strings with the inverse matrix
  have h' := congrArg (fun v => (bkMatrix k)⁻¹ *ᵥ v) h
  simpa only [encode, Matrix.mulVec_mulVec, Matrix.nonsing_inv_mul _ hu,
    Matrix.one_mulVec] using h'
```

## Counting the ones in a column

Write \(c_k(j)=|U_k(j)|\) for the number of ones in column \(j\). For \(k=0\) the matrix is \((1)\), and \(c_0(0)=1\). The Lean proof shows that any row label \(i\) equals \(j\), because both are smaller than 1.

```lean
/-- For a single mode the update set has one element. -/
theorem card_updateSet_zero (j : Fin (2 ^ 0)) : (updateSet 0 j).card = 1 := by
  have h : updateSet 0 j = {j} := by
    ext i
    have hi : i.val < 1 := i.isLt
    have hj : j.val < 1 := j.isLt
    have hij : i = j := Fin.ext (by omega)
    subst hij
    have h1 : bkMatrix 0 i i = 1 := by simp [bkMatrix]
    exact ⟨fun _ => Finset.mem_singleton_self i,
      fun _ => Finset.mem_filter.mpr ⟨Finset.mem_univ i, h1⟩⟩
  rw [h, Finset.card_singleton]
```

Now double the register. A column in the left half of \(B_{k+1}\) consists of column \(j\) of \(B_k\) above column \(j\) of \(R\), and the latter contributes one 1. A column in the right half consists of zeros above column \(j\) of \(B_k\). Hence

\[
c_{k+1}(j)=c_k(j)+1,\qquad c_{k+1}(2^k+j)=c_k(j)\qquad(0\le j<2^k).
\]

```lean
/-- When the register is doubled, the update set of a mode in the first half gains one qubit,
and that of a mode in the second half keeps its size. -/
theorem card_updateSet_succ (k : ℕ) (j : Fin (2 ^ k)) :
    (updateSet (k + 1) (blockEquiv k (Sum.inl j))).card = (updateSet k j).card + 1 ∧
    (updateSet (k + 1) (blockEquiv k (Sum.inr j))).card = (updateSet k j).card := by
  have hR : ∀ i, lastRow k i j = 1 ↔ i = lastSite k := by
    intro i
    by_cases h : i = lastSite k <;> simp [lastRow, h]
  -- count the ones separately in the upper and the lower block
  constructor
  · simp only [updateSet, Finset.card_filter]
    rw [← (blockEquiv k).sum_comp, Fintype.sum_sum_type]
    simp only [bkMatrix_succ_apply, Matrix.fromBlocks_apply₁₁, Matrix.fromBlocks_apply₂₁,
      hR, Finset.sum_ite_eq', Finset.mem_univ, if_true]
  · simp only [updateSet, Finset.card_filter]
    rw [← (blockEquiv k).sum_comp, Fintype.sum_sum_type]
    simp only [bkMatrix_succ_apply, Matrix.fromBlocks_apply₁₂, Matrix.fromBlocks_apply₂₂,
      Matrix.zero_apply, zero_ne_one, if_false, Finset.sum_const_zero, zero_add]
```

The cardinality is rewritten as a sum over rows of 1 or 0, and `Fintype.sum_sum_type` splits that sum into the upper and the lower half. The auxiliary statement `hR` locates the single 1 in a column of \(R\).

The bound follows by induction. If \(c_k(j)\le k+1\) for all \(j\), then a column of \(B_{k+1}\) has at most \((k+1)+1=k+2\) ones, whichever half it lies in. In Lean the column label is first written as the image of a site in one of the two copies, and `rcases` then separates the halves.

```lean
/-- Every column of `B_k` contains at most `k + 1` ones. -/
theorem card_updateSet_le (k : ℕ) (j : Fin (2 ^ k)) : (updateSet k j).card ≤ k + 1 := by
  induction k with
  | zero => exact (card_updateSet_zero j).le
  | succ k ih =>
    obtain ⟨a, rfl⟩ := (blockEquiv k).surjective j
    rcases a with a | a
    · rw [(card_updateSet_succ k a).1]
      have := ih a
      omega
    · rw [(card_updateSet_succ k a).2]
      have := ih a
      omega
```

The form of \(R\) matters for this bound. Suppose that the lower-left block were filled with ones at every step. Then \(B_1\) would be unchanged, but the next matrix would be

\[
\begin{pmatrix}1&0&0&0\\1&1&0&0\\1&1&1&0\\1&1&1&1\end{pmatrix},
\]

whose first column has four ones, where the bound allows three. This is the running-parity encoding for four modes. Its determinant is still 1, because the determinant formula above does not involve the lower-left block. The choice of that block can therefore spoil the column bound but not invertibility. The induction needs only that each column of that block has at most one 1.

The bound is attained. Column \(0\) lies in the left half at every doubling, so it gains a 1 each time:

\[
c_{k+1}(0)=c_k(0)+1,\qquad c_0(0)=1,\qquad\text{so}\quad c_k(0)=k+1 .
\]

```lean
/-- The first column of `B_k` contains exactly `k + 1` ones. -/
theorem card_updateSet_first (k : ℕ) : (updateSet k (firstSite k)).card = k + 1 := by
  induction k with
  | zero => exact card_updateSet_zero _
  | succ k ih =>
    have h : firstSite (k + 1) = blockEquiv k (Sum.inl (firstSite k)) := Fin.ext rfl
    rw [h, (card_updateSet_succ k _).1, ih]
```

The same recursion gives the total number of ones, \(S_k=\sum_j c_k(j)\). Adding the two halves,

\[
S_{k+1}=\sum_j\bigl(c_k(j)+1\bigr)+\sum_j c_k(j)=2S_k+2^k .
\]

With \(S_0=1\), the solution is \(S_k=(k+2)2^k/2\). Indeed, if \(2S_k=(k+2)2^k\), then

\[
2S_{k+1}=2(k+2)2^k+2\cdot2^k=(k+3)2^{k+1}.
\]

Divided by the number of modes, this is an average of \((k+2)/2\) flipped qubits per mode, or 6 for 1024 modes. The theorem states the doubled identity, which avoids division of natural numbers.

```lean
/-- Twice the total number of ones in `B_k` is `(k + 2) 2^k`. -/
theorem two_mul_sum_card_updateSet (k : ℕ) :
    2 * ∑ j, (updateSet k j).card = (k + 2) * 2 ^ k := by
  induction k with
  | zero =>
    simp only [card_updateSet_zero, Finset.sum_const, Finset.card_univ, Fintype.card_fin]
    norm_num
  | succ k ih =>
    rw [← (blockEquiv k).sum_comp, Fintype.sum_sum_type]
    simp only [fun j => (card_updateSet_succ k j).1, fun j => (card_updateSet_succ k j).2,
      Finset.sum_add_distrib, Finset.sum_const, Finset.card_univ, Fintype.card_fin,
      smul_eq_mul, mul_one]
    rw [pow_succ]
    generalize ∑ j, (updateSet k j).card = S at ih ⊢
    nlinarith [ih]
```

After the sum has been split into halves, `generalize` replaces the total for \(B_k\) by a single number `S`, and the remaining arithmetic is the line above.

## What a change of occupation does to the qubits

The column count acquires its physical meaning from linearity. Let \(e_j\) be the vector with a 1 at mode \(j\) and zeros elsewhere. Adding \(e_j\) modulo 2 fills the mode if it was empty and empties it if it was filled. The stored string becomes

\[
B_k(n+e_j)=B_kn+B_ke_j ,
\]

and \(B_ke_j\) is column \(j\) of \(B_k\). Qubit \(i\) therefore changes exactly when \((B_k)_{ij}=1\), that is, when \(i\in U_k(j)\). The set of flipped qubits does not depend on the other occupations.

```lean
/-- Changing the occupation of mode `j` flips exactly the qubits in the update set of `j`. -/
theorem flipped_qubits (k : ℕ) (n : Fin (2 ^ k) → ZMod 2) (j : Fin (2 ^ k)) :
    (Finset.univ.filter fun i => encode k (n + Pi.single j 1) i ≠ encode k n i) =
      updateSet k j := by
  have hbit : ∀ x y : ZMod 2, x + y ≠ x ↔ y = 1 := by decide
  ext i
  have h : encode k (n + Pi.single j 1) i = encode k n i + bkMatrix k i j := by
    simp [encode, Matrix.mulVec_add]
  simp only [updateSet, Finset.mem_filter, Finset.mem_univ, true_and, h]
  exact hbit _ _
```

Here `Pi.single j 1` is \(e_j\). The statement `hbit`, that \(x+y\ne x\) holds exactly when \(y=1\), is settled by `decide`, which tries the four pairs of bits.

The step from this model to a quantum simulation is the passage from bit strings to operators. A creation operator acts as

\[
a_j^\dagger|n\rangle=(-1)^{\sum_{l<j}n_l}\,(1-n_j)\,|n+e_j\rangle .
\]

The results here bound the number of qubits flipped by the change from \(n\) to \(n+e_j\), for registers whose size is a power of two. The sign and the factor \(1-n_j\) may require further qubits to be read, and how many is a separate question about the encoding. The column bound thus covers one part of the cost of a fermionic operator in a qubit simulation of electronic structure, and in general not its full Pauli weight.

## The last qubit holds the total parity

The last row of \(B_k\) consists entirely of ones. This is true of \(B_0=(1)\). The last row of \(B_{k+1}\) is the last row of \(R\) followed by the last row of \(B_k\), and both consist of ones if the claim holds for \(B_k\). Therefore

\[
q_{2^k-1}=\sum_j n_j \pmod 2 ,
\]

which is the parity of the number of fermions. A Hamiltonian that conserves this parity leaves the value of the last qubit fixed within each parity sector.

```lean
/-- The last qubit stores the parity of the total number of fermions. -/
theorem encode_last (k : ℕ) (n : Fin (2 ^ k) → ZMod 2) :
    encode k n (lastSite k) = ∑ j, n j := by
  -- the last row of the matrix consists of ones
  have row : ∀ (m : ℕ) (j : Fin (2 ^ m)), bkMatrix m (lastSite m) j = 1 := by
    intro m
    induction m with
    | zero =>
      intro j
      have hj : j.val < 1 := j.isLt
      have hl : (lastSite 0).val < 1 := (lastSite 0).isLt
      have h : lastSite 0 = j := Fin.ext (by omega)
      rw [h]
      simp [bkMatrix]
    | succ m ih =>
      intro j
      have h : blockEquiv m (Sum.inr (lastSite m)) = lastSite (m + 1) := by
        apply Fin.ext
        change 2 ^ m + (2 ^ m - 1) = 2 ^ (m + 1) - 1
        have hp := Nat.two_pow_pos m
        rw [pow_succ]
        omega
      obtain ⟨a, rfl⟩ := (blockEquiv m).surjective j
      rw [← h, bkMatrix_succ_apply]
      rcases a with a | a
      · simp [lastRow]
      · exact ih a
  simp only [encode, Matrix.mulVec, dotProduct, row, one_mul]

end BravyiKitaevEncoding
```

The inner statement `row` is the induction on the last row. Its step first identifies the last site of the doubled register with the last site of the second copy, since \(2^k+(2^k-1)=2^{k+1}-1\), and then treats the left and right halves of the row separately. With every coefficient equal to 1, the matrix product reduces to the sum of the occupations in `ZMod 2`.

```lean
#print axioms BravyiKitaevEncoding.det_bkMatrix
#print axioms BravyiKitaevEncoding.card_updateSet_le
#print axioms BravyiKitaevEncoding.flipped_qubits
#print axioms BravyiKitaevEncoding.encode_last
```

```
'BravyiKitaevEncoding.det_bkMatrix' depends on axioms: [propext, Classical.choice, Quot.sound]
'BravyiKitaevEncoding.card_updateSet_le' depends on axioms: [propext, Classical.choice, Quot.sound]
'BravyiKitaevEncoding.flipped_qubits' depends on axioms: [propext, Classical.choice, Quot.sound]
'BravyiKitaevEncoding.encode_last' depends on axioms: [propext, Classical.choice, Quot.sound]
```
